# The Rosenbluth formula at two angles and fixed momentum transfer determines GE² and GM²

Let F₁ and F₂ be the real Dirac and Pauli form factors of a spin-½ target at one fixed momentum transfer, let τ > 0 be that momentum transfer in dimensionless form, τ = Q²/(4M²) with Q² the spacelike momentum transfer squared and M the target mass, and let z = tan²(θ/2), where θ is the scattering angle of an electron in the frame where the target is initially at rest. The Sachs form factors, and the reduced cross section for unpolarised elastic electron scattering by exchange of a single photon, with the electron mass neglected, are defined by

GE = F₁ − τF₂, GM = F₁ + F₂,

R(z) = F₁² + τF₂² + 2τz GM².

```lean
import Mathlib

namespace RosenbluthSeparation

/-- The Sachs electric form factor `GE = F₁ - τ F₂`. -/
def sachsE (τ F₁ F₂ : ℝ) : ℝ := F₁ - τ * F₂

/-- The Sachs magnetic form factor `GM = F₁ + F₂`. -/
def sachsM (F₁ F₂ : ℝ) : ℝ := F₁ + F₂

/-- The reduced elastic cross section in terms of the Dirac and Pauli form factors,
as a function of `z = tan² (θ/2)`. -/
def rosenbluth (τ F₁ F₂ z : ℝ) : ℝ :=
  F₁ ^ 2 + τ * F₂ ^ 2 + 2 * τ * z * sachsM F₁ F₂ ^ 2

/-- The Rosenbluth formula in Sachs form: the reduced cross section contains the squares of
the electric and magnetic form factors and no interference term. -/
theorem rosenbluth_sachs {τ : ℝ} (hτ : 0 < τ) (F₁ F₂ z : ℝ) :
    rosenbluth τ F₁ F₂ z =
      (sachsE τ F₁ F₂ ^ 2 + τ * sachsM F₁ F₂ ^ 2) / (1 + τ)
        + 2 * τ * z * sachsM F₁ F₂ ^ 2 := by
  have h : 1 + τ ≠ 0 := by positivity
  -- the cross terms in `F₁ F₂` cancel
  have key : (sachsE τ F₁ F₂ ^ 2 + τ * sachsM F₁ F₂ ^ 2) / (1 + τ)
      = F₁ ^ 2 + τ * F₂ ^ 2 := by
    rw [div_eq_iff h]
    unfold sachsE sachsM
    ring
  rw [key, rosenbluth]

/-- The squared magnetic form factor is the slope of the reduced cross section between two
distinct values of `z`, divided by `2τ`. -/
theorem magnetic_sq_eq {τ z₁ z₂ : ℝ} (hτ : 0 < τ) (hz : z₁ ≠ z₂) (F₁ F₂ : ℝ) :
    sachsM F₁ F₂ ^ 2 =
      (rosenbluth τ F₁ F₂ z₁ - rosenbluth τ F₁ F₂ z₂) / (2 * τ * (z₁ - z₂)) := by
  have h : 2 * τ * (z₁ - z₂) ≠ 0 :=
    mul_ne_zero (by positivity) (sub_ne_zero.mpr hz)
  rw [eq_div_iff h]
  unfold rosenbluth
  ring

/-- The squared electric form factor expressed through the reduced cross section at two
distinct values of `z`. -/
theorem electric_sq_eq {z₁ z₂ : ℝ} (hz : z₁ ≠ z₂) (τ F₁ F₂ : ℝ) :
    sachsE τ F₁ F₂ ^ 2 =
      (2 * (1 + τ) * (z₁ * rosenbluth τ F₁ F₂ z₂ - z₂ * rosenbluth τ F₁ F₂ z₁)
        - (rosenbluth τ F₁ F₂ z₁ - rosenbluth τ F₁ F₂ z₂)) / (2 * (z₁ - z₂)) := by
  have h : 2 * (z₁ - z₂) ≠ 0 := mul_ne_zero two_ne_zero (sub_ne_zero.mpr hz)
  rw [eq_div_iff h]
  unfold rosenbluth sachsE sachsM
  ring

/-- Rosenbluth separation: two sets of form factors give the same reduced cross section at two
distinct values of `z` exactly when their squared Sachs form factors agree. -/
theorem rosenbluth_separation {τ z₁ z₂ : ℝ} (hτ : 0 < τ) (hz : z₁ ≠ z₂)
    (F₁ F₂ G₁ G₂ : ℝ) :
    (rosenbluth τ F₁ F₂ z₁ = rosenbluth τ G₁ G₂ z₁ ∧
      rosenbluth τ F₁ F₂ z₂ = rosenbluth τ G₁ G₂ z₂) ↔
    (sachsE τ F₁ F₂ ^ 2 = sachsE τ G₁ G₂ ^ 2 ∧ sachsM F₁ F₂ ^ 2 = sachsM G₁ G₂ ^ 2) := by
  constructor
  · rintro ⟨h₁, h₂⟩
    -- equal data enter the extraction formulas
    constructor
    · rw [electric_sq_eq hz τ F₁ F₂, electric_sq_eq hz τ G₁ G₂, h₁, h₂]
    · rw [magnetic_sq_eq hτ hz F₁ F₂, magnetic_sq_eq hτ hz G₁ G₂, h₁, h₂]
  · rintro ⟨hE, hM⟩
    constructor
    · rw [rosenbluth_sachs hτ F₁ F₂, rosenbluth_sachs hτ G₁ G₂, hE, hM]
    · rw [rosenbluth_sachs hτ F₁ F₂, rosenbluth_sachs hτ G₁ G₂, hE, hM]

/-- At a single `z ≥ 0` the reduced cross section of any form factors is reproduced by form
factors whose magnetic combination vanishes. -/
theorem single_angle_ambiguity {τ z : ℝ} (hτ : 0 < τ) (hz : 0 ≤ z) (F₁ F₂ : ℝ) :
    ∃ G₁ G₂ : ℝ, sachsM G₁ G₂ = 0 ∧ rosenbluth τ G₁ G₂ z = rosenbluth τ F₁ F₂ z := by
  have h : 0 < 1 + τ := by positivity
  have hR : 0 ≤ rosenbluth τ F₁ F₂ z := by
    unfold rosenbluth
    positivity
  -- for `G₂ = -G₁` only the electric term survives
  have key : ∀ a : ℝ, rosenbluth τ a (-a) z = a ^ 2 * (1 + τ) := by
    intro a
    unfold rosenbluth sachsM
    ring
  refine ⟨√(rosenbluth τ F₁ F₂ z / (1 + τ)), -√(rosenbluth τ F₁ F₂ z / (1 + τ)), ?_, ?_⟩
  · unfold sachsM
    ring
  · rw [key, Real.sq_sqrt (div_nonneg hR h.le), div_mul_cancel₀ _ h.ne']

/-- The Dirac and Pauli form factors `(E + τ M) / (1 + τ)` and `(M - E) / (1 + τ)` have the Sachs
form factors `E` and `M`. -/
theorem sachs_inversion {τ : ℝ} (hτ : 0 < τ) (E M : ℝ) :
    sachsE τ ((E + τ * M) / (1 + τ)) ((M - E) / (1 + τ)) = E ∧
      sachsM ((E + τ * M) / (1 + τ)) ((M - E) / (1 + τ)) = M := by
  have h : 1 + τ ≠ 0 := by positivity
  constructor
  · unfold sachsE
    field_simp
    ring
  · unfold sachsM
    field_simp
    ring

/-- Two values `r₁`, `r₂` at `z₁ < z₂` are reduced cross sections of some real form factors
exactly when they satisfy two linear inequalities. -/
theorem realizable_iff {τ z₁ z₂ : ℝ} (hτ : 0 < τ) (hz : z₁ < z₂) (r₁ r₂ : ℝ) :
    (∃ F₁ F₂ : ℝ, rosenbluth τ F₁ F₂ z₁ = r₁ ∧ rosenbluth τ F₁ F₂ z₂ = r₂) ↔
      (r₁ ≤ r₂ ∧ r₂ - r₁ ≤ 2 * (1 + τ) * (z₂ * r₁ - z₁ * r₂)) := by
  have hd : 0 < z₂ - z₁ := sub_pos.mpr hz
  constructor
  · rintro ⟨F₁, F₂, rfl, rfl⟩
    constructor
    · -- the difference is a positive multiple of `GM²`
      have e : rosenbluth τ F₁ F₂ z₂ - rosenbluth τ F₁ F₂ z₁
          = 2 * τ * (z₂ - z₁) * sachsM F₁ F₂ ^ 2 := by
        unfold rosenbluth
        ring
      have p : 0 ≤ 2 * τ * (z₂ - z₁) * sachsM F₁ F₂ ^ 2 :=
        mul_nonneg (mul_nonneg (by positivity) hd.le) (sq_nonneg _)
      linarith
    · -- the second gap is a positive multiple of `GE²`
      have e : 2 * (1 + τ) * (z₂ * rosenbluth τ F₁ F₂ z₁ - z₁ * rosenbluth τ F₁ F₂ z₂)
          - (rosenbluth τ F₁ F₂ z₂ - rosenbluth τ F₁ F₂ z₁)
          = 2 * (z₂ - z₁) * sachsE τ F₁ F₂ ^ 2 := by
        unfold rosenbluth sachsE sachsM
        ring
      have p : 0 ≤ 2 * (z₂ - z₁) * sachsE τ F₁ F₂ ^ 2 :=
        mul_nonneg (mul_nonneg (by norm_num) hd.le) (sq_nonneg _)
      linarith
  · rintro ⟨h₁, h₂⟩
    have hd' : z₂ - z₁ ≠ 0 := hd.ne'
    have hs : 1 + τ ≠ 0 := by positivity
    have hτ' : τ ≠ 0 := hτ.ne'
    -- take square roots of the extracted `GM²` and `GE²`
    obtain ⟨M, hM⟩ : ∃ M : ℝ, M ^ 2 = (r₂ - r₁) / (2 * τ * (z₂ - z₁)) :=
      ⟨_, Real.sq_sqrt (div_nonneg (by linarith) (mul_nonneg (by positivity) hd.le))⟩
    obtain ⟨E, hE⟩ : ∃ E : ℝ, E ^ 2 =
        (2 * (1 + τ) * (z₂ * r₁ - z₁ * r₂) - (r₂ - r₁)) / (2 * (z₂ - z₁)) :=
      ⟨_, Real.sq_sqrt (div_nonneg (by linarith) (by linarith))⟩
    obtain ⟨iE, iM⟩ := sachs_inversion hτ E M
    refine ⟨(E + τ * M) / (1 + τ), (M - E) / (1 + τ), ?_, ?_⟩
    · rw [rosenbluth_sachs hτ, iE, iM, hE, hM]
      field_simp
      ring
    · rw [rosenbluth_sachs hτ, iE, iM, hE, hM]
      field_simp
      ring

end RosenbluthSeparation
```

```lean
#print axioms RosenbluthSeparation.rosenbluth_separation
-- 'RosenbluthSeparation.rosenbluth_separation' depends on axioms: [propext, Classical.choice, Quot.sound]
#print axioms RosenbluthSeparation.single_angle_ambiguity
-- 'RosenbluthSeparation.single_angle_ambiguity' depends on axioms: [propext, Classical.choice, Quot.sound]
#print axioms RosenbluthSeparation.realizable_iff
-- 'RosenbluthSeparation.realizable_iff' depends on axioms: [propext, Classical.choice, Quot.sound]
```

## Two cross sections and two squares

The functions `sachsE`, `sachsM` and `rosenbluth` are GE, GM and R. All their arguments are real numbers, and `rosenbluth τ F₁ F₂ z` is written in terms of F₁ and F₂, so its expression through GE and GM is a theorem:

R(z) = (GE² + τGM²)/(1 + τ) + 2τz GM².

This is `rosenbluth_sachs`. The central statement, `rosenbluth_separation`, compares two pairs of form factors, (F₁, F₂) and (G₁, G₂), at the same τ > 0. Their reduced cross sections agree at both z₁ and z₂, with z₁ ≠ z₂, if and only if their values of GE² agree and their values of GM² agree. The formulas that compute the two squares from the data are `magnetic_sq_eq` and `electric_sq_eq`.

Two further theorems mark the limits of this. According to `single_angle_ambiguity`, the value of R at a single z ≥ 0 can always be reproduced by form factors with GM = 0. If the original GM is nonzero, that one value therefore cannot reveal GM². According to `realizable_iff`, two prescribed numbers r₁ and r₂ at z₁ < z₂ come from some real form factors exactly when

r₁ ≤ r₂ and r₂ − r₁ ≤ 2(1 + τ)(z₂r₁ − z₁r₂).

## The scattering experiment behind the formula

R is the differential cross section for elastic scattering of unpolarised electrons on an unpolarised target, divided by the Mott cross section, with the recoil factor included in the latter. The Rosenbluth formula for R is taken here as a definition; its derivation from the scattering amplitude is not part of the file. That derivation assumes exchange of a single photon and neglects the electron mass. Pauli's F₂ is normalised so that its value at zero momentum transfer is the anomalous magnetic moment in units of the target's magneton.

Because τ is the same in both measurements, a change of θ has to be accompanied by a change of beam energy. The result bears on the extraction of nucleon form factors from elastic electron scattering, for exact data and within the one-photon approximation.

The physical range is z ≥ 0, but only `single_angle_ambiguity` assumes it. Its proof uses the condition to make R(z) nonnegative; for z < −1/(2(1 + τ)) some form factors give a negative R(z), which no pair with GM = 0 can reproduce. The other theorems do not restrict the sign of z. The hypothesis τ > 0 stands for a nonzero spacelike momentum transfer; at τ = 0 the magnetic term would disappear from R and could not be extracted.

## The interference term cancels

Expand the two squares:

GE² = F₁² − 2τF₁F₂ + τ²F₂²,

τGM² = τF₁² + 2τF₁F₂ + τF₂².

In the sum the products F₁F₂ cancel, and

GE² + τGM² = (1 + τ)F₁² + τ(1 + τ)F₂² = (1 + τ)(F₁² + τF₂²).

Division by 1 + τ, which is positive, gives the first two terms of R. The proof of `rosenbluth_sachs` does the same: `div_eq_iff` clears the denominator, and `ring` checks the polynomial identity.

## Slope and intercept

At fixed form factors R is a straight line in z. Write R₁ = R(z₁) and R₂ = R(z₂). Subtraction removes the part independent of z:

R₁ − R₂ = 2τ(z₁ − z₂)GM²,

GM² = (R₁ − R₂)/(2τ(z₁ − z₂)).

The intercept of the line is

R(0) = (z₁R₂ − z₂R₁)/(z₁ − z₂).

By the Sachs form it equals (GE² + τGM²)/(1 + τ), so it still contains a magnetic part, which has to be subtracted:

GE² = (1 + τ)R(0) − τGM²
= [2(1 + τ)(z₁R₂ − z₂R₁) − (R₁ − R₂)]/(2(z₁ − z₂)).

In Lean each extraction formula is multiplied out with `eq_div_iff` and verified by `ring`. The hypothesis z₁ ≠ z₂, together with τ > 0 in the magnetic formula, makes the denominators nonzero.

Uniqueness follows at once. If two pairs of form factors have the same R₁ and R₂, the right-hand sides of the extraction formulas coincide, and so do the squares. Conversely, the Sachs form contains the form factors only through GE² and GM², so equal squares give equal cross sections at every z. These are the two directions of `rosenbluth_separation`, each carried out by rewriting.

Equal cross sections do not imply that the Sachs form factors themselves agree, or that F₁ = G₁ and F₂ = G₂. Reversing the sign of both F₁ and F₂ leaves R unchanged, and so does reversing the sign of GM alone, which in general leads to a different pair F₁, F₂. The theorem therefore compares squares.

## One angle is not enough

Take G₁ = a and G₂ = −a. Then GM = 0, and for every z

R(z) = a² + τa² = (1 + τ)a².

For z ≥ 0 the original value R(z) is a sum of nonnegative terms, so the choice

a = √(R(z)/(1 + τ))

reproduces it. In the proof, `positivity` supplies the sign of R(z), `key` is the formula for R at the pair (a, −a), and `Real.sq_sqrt` squares the root.

## Which pairs of values can occur

Suppose first that r₁ and r₂ do come from form factors, with z₁ < z₂. The extraction formulas, with denominators cleared, read

r₂ − r₁ = 2τ(z₂ − z₁)GM²,

2(1 + τ)(z₂r₁ − z₁r₂) − (r₂ − r₁) = 2(z₂ − z₁)GE².

Both right-hand sides are nonnegative, which gives the two inequalities. The Lean proof states each identity as `e`, the sign as `p`, and combines them with `linarith`.

For the converse, the inequalities say that the numbers the extraction formulas assign to GM² and GE² are nonnegative. They therefore have real square roots, which the file calls `M` and `E`; this `M` is a magnetic form factor and not the target mass. Form factors with these Sachs values are

F₁ = (E + τM)/(1 + τ), F₂ = (M − E)/(1 + τ),

because F₁ + F₂ = (1 + τ)M/(1 + τ) = M and F₁ − τF₂ = (1 + τ)E/(1 + τ) = E. This is `sachs_inversion`. It remains to put the squares back into the Sachs form. The intercept becomes

(E² + τM²)/(1 + τ) = (z₂r₁ − z₁r₂)/(z₂ − z₁),

and the slope is 2τM² = (r₂ − r₁)/(z₂ − z₁). Hence

R(z₁) = [z₂r₁ − z₁r₂ + z₁(r₂ − r₁)]/(z₂ − z₁) = r₁,

R(z₂) = [z₂r₁ − z₁r₂ + z₂(r₂ − r₁)]/(z₂ − z₁) = r₂.

In Lean, `rw` performs this substitution, and `field_simp` and `ring` verify the resulting identities. Measured values with errors may violate the inequalities, in which case no real form factors fit both of them exactly.

## The same line in the polarisation variable

The statement could also have been modelled with the virtual-photon polarisation

ε = 1/(1 + 2(1 + τ)z)

in place of z, and with the rescaled cross section (the name "reduced cross section" often refers to this quantity instead of R)

ε(1 + τ)R = τGM² + εGE².

The slope would then be GE² and the intercept τGM², so the electric part would be read off directly, and the realizability conditions would say that slope and intercept are nonnegative. The price is a restriction on z, such as z ≥ 0, to keep the denominator of ε away from zero. With z as the variable, `rosenbluth` is a polynomial and its definition needs no such condition.
